# The orbital moment of a nondegenerate band as a sum over the other states

Let H(k) be a Hermitian matrix depending on two real parameters k = (kx, ky), with a state u(k) and a real energy E(k) that satisfy Hu = Eu near a point, all three differentiable there. If E is a simple eigenvalue at that point and u is normalised there, then

Im⟨∂x u, (H − E) ∂y u⟩ = Σ_{m≠n₀} Im(⟨u, ∂xH v_m⟩⟨v_m, ∂yH u⟩) / (ε_m − E).

Here the v_m are an orthonormal eigenbasis of H at the point, with energies ε_m, and n₀ is the label of u itself. The left side contains derivatives of the state; on the right side only the Hamiltonian is differentiated. The left side is also unchanged when u is multiplied by a differentiable phase exp(iθ).

## A wave packet that carries a magnetic moment

An electron wave packet built from one Bloch band can rotate about its own centre. In semiclassical dynamics this rotation gives it a magnetic moment, which shifts the band energy in a magnetic field. For charge −e and a field along z, the moment is e/ħ times the quantity on the left above, with k the crystal wavevector, u the normalised cell-periodic part of the Bloch state and H the Hamiltonian that acts on it.

The theorems treat that quantity for a non-interacting Hamiltonian given by a finite matrix in a basis that does not vary with k. Its identification with the magnetic moment of a wave packet is the physical step that the hypotheses leave open.

## From the eigenvalue equation to the sum

Write ∂a for the derivative in a direction a of the parameter plane. The inner product is conjugate-linear in its first argument. Differentiating Hu = Eu gives

(∂aH)u + H ∂a u = (∂aE)u + E ∂a u.

Take the inner product with v_m for m ≠ n₀. Since H is Hermitian, ⟨v_m, H ∂a u⟩ = ε_m⟨v_m, ∂a u⟩. Since ⟨v_m, u⟩ = 0, the term with ∂aE vanishes. Hence

(ε_m − E)⟨v_m, ∂a u⟩ = −⟨v_m, ∂aH u⟩,

and, because the gap is nonzero,

⟨v_m, ∂a u⟩ = ⟨v_m, ∂aH u⟩ / (E − ε_m).

This is the first-order amplitude with which state m enters the change of u.

Now insert the complete basis into the moment and let H act to the left on each v_m:

⟨∂x u, (H − E) ∂y u⟩ = Σ_m (ε_m − E)⟨∂x u, v_m⟩⟨v_m, ∂y u⟩.

The term m = n₀ vanishes because ε_{n₀} = E. For the others, the first factor is the complex conjugate of an amplitude. Differentiating H_ij = conj(H_ji) shows that ∂xH is Hermitian, so

⟨∂x u, v_m⟩ = −⟨u, ∂xH v_m⟩ / (ε_m − E).

The second factor is

⟨v_m, ∂y u⟩ = −⟨v_m, ∂yH u⟩ / (ε_m − E).

The two minus signs cancel, and one of the two gap denominators cancels against the factor ε_m − E. The remaining gap is real, so it can be taken outside the imaginary part. This gives the stated sum.

## Changing the phase of the state

Let c = exp(iθ) with θ(k) real and differentiable at the point. Then

∂a(cu) = c(∂a u + i(∂aθ)u).

The additional term is proportional to u. On the right of the moment it is removed by (H − E)u = 0, and on the left by ⟨u, (H − E)y⟩ = 0, which holds for every vector y. What remains is the original expression times |c|² = 1. This argument needs neither a simple eigenvalue nor a normalised u.

## The moment of a massive Dirac point

In a tight-binding calculation with orthonormal orbitals, one diagonalises H at a single k and obtains ∂xH and ∂yH by differentiating the hopping phases. These phases should be exp(ik·d), with d the displacement between the centres of the two orbitals; phases built from lattice vectors alone in general give a different value. Differentiating only the phases treats each orbital as a point at its centre, so the moment of an electron that circulates within a single atom is left out. The sum then needs only matrix elements between the computed eigenvectors and the energy gaps. The arbitrary phases that a diagonaliser assigns at neighbouring points never enter.

Take the 2×2 Hamiltonian with rows (Δ, kx − i ky) and (kx + i ky, −Δ), where Δ > 0, in units that make ħ and the velocity one. At k = 0 the lower state is u = (0, 1) with E = −Δ, and the other state is v = (1, 0) with energy Δ. The derivatives of H are the Pauli matrices σx and σy, so

⟨u, σx v⟩ = 1, ⟨v, σy u⟩ = −i,

and the moment is −1/(2Δ). For the upper state the second matrix element becomes +i and the gap becomes −2Δ, so the result is again −1/(2Δ). These numbers were worked out separately from the Lean code.

## The statement in Lean

```lean
import Mathlib

open Matrix Topology

namespace OrbitalMoment

noncomputable section

variable {n : Type*} [Fintype n] [DecidableEq n]

/-- Derivative of a state vector at `k` in the parameter direction `a`, component by component. -/
def dVec (u : ℝ × ℝ → n → ℂ) (k a : ℝ × ℝ) : n → ℂ :=
  fun i => fderiv ℝ (fun q => u q i) k a

/-- Derivative of a matrix family at `k` in the parameter direction `a`, entry by entry. -/
def dMat (H : ℝ × ℝ → Matrix n n ℂ) (k a : ℝ × ℝ) : Matrix n n ℂ :=
  Matrix.of fun i j => fderiv ℝ (fun q => H q i j) k a

/-- A Hermitian family `H` with a vector `u` and a real `E` that satisfy `H u = E u` near `k`, all
three differentiable at `k`. -/
structure IsBand (H : ℝ × ℝ → Matrix n n ℂ) (E : ℝ × ℝ → ℝ) (u : ℝ × ℝ → n → ℂ)
    (k : ℝ × ℝ) : Prop where
  herm : ∀ q, (H q).IsHermitian
  diffH : ∀ i j, DifferentiableAt ℝ (fun q => H q i j) k
  diffE : DifferentiableAt ℝ E k
  diffu : ∀ i, DifferentiableAt ℝ (fun q => u q i) k
  eigen : ∀ᶠ q in 𝓝 k, H q *ᵥ u q = (E q : ℂ) • u q

/-- The vectors `v m` are an orthonormal eigenbasis of the matrix `A` with real energies `ε m`. -/
structure IsEigenbasis (A : Matrix n n ℂ) (v : n → n → ℂ) (ε : n → ℝ) : Prop where
  orth : ∀ l m, star (v l) ⬝ᵥ v m = if l = m then 1 else 0
  eigen : ∀ m, A *ᵥ v m = (ε m : ℂ) • v m

/-- The complex form `⟨∂_a u, (H - E) ∂_b u⟩`. -/
def momentForm (H : ℝ × ℝ → Matrix n n ℂ) (E : ℝ × ℝ → ℝ) (u : ℝ × ℝ → n → ℂ)
    (k a b : ℝ × ℝ) : ℂ :=
  star (dVec u k a) ⬝ᵥ (H k *ᵥ dVec u k b - (E k : ℂ) • dVec u k b)

/-- The orbital moment `Im ⟨∂x u, (H - E) ∂y u⟩`, without physical prefactors. -/
def orbitalMoment (H : ℝ × ℝ → Matrix n n ℂ) (E : ℝ × ℝ → ℝ) (u : ℝ × ℝ → n → ℂ)
    (k : ℝ × ℝ) : ℝ :=
  (momentForm H E u k (1, 0) (0, 1)).im

variable {H : ℝ × ℝ → Matrix n n ℂ} {E : ℝ × ℝ → ℝ} {u : ℝ × ℝ → n → ℂ} {k : ℝ × ℝ}
  {v : n → n → ℂ} {ε : n → ℝ}

omit [DecidableEq n] in
/-- A Hermitian matrix acts to the left on an eigenvector as its real eigenvalue. -/
theorem eigen_left {A : Matrix n n ℂ} (hA : A.IsHermitian) {w : n → ℂ} {e : ℝ}
    (hw : A *ᵥ w = (e : ℂ) • w) (x : n → ℂ) :
    star w ⬝ᵥ (A *ᵥ x) = (e : ℂ) * (star w ⬝ᵥ x) := by
  have h : star w ᵥ* A = (e : ℂ) • star w := by
    have h' := congrArg star hw
    rw [Matrix.star_mulVec, hA.eq, star_smul] at h'
    simpa using h'
  rw [Matrix.dotProduct_mulVec, h, smul_dotProduct, smul_eq_mul]

omit [DecidableEq n] in
/-- The differentiated eigenvalue equation `(∂H) u + H ∂u = (∂E) u + E ∂u`. -/
theorem deriv_eigen (hb : IsBand H E u k) (a : ℝ × ℝ) :
    dMat H k a *ᵥ u k + H k *ᵥ dVec u k a
      = ((fderiv ℝ E k a : ℝ) : ℂ) • u k + (E k : ℂ) • dVec u k a := by
  funext i
  have hL : HasFDerivAt (fun q => ∑ j, H q i j * u q j)
      (∑ j, (H k i j • fderiv ℝ (fun q => u q j) k
        + u k j • fderiv ℝ (fun q => H q i j) k)) k :=
    HasFDerivAt.fun_sum fun j _ => (hb.diffH i j).hasFDerivAt.mul (hb.diffu j).hasFDerivAt
  have hE : HasFDerivAt (fun q => (E q : ℂ)) (Complex.ofRealCLM.comp (fderiv ℝ E k)) k :=
    Complex.ofRealCLM.hasFDerivAt.comp k hb.diffE.hasFDerivAt
  have hR := hE.mul (hb.diffu i).hasFDerivAt
  have h := hL.unique (hR.congr_of_eventuallyEq (hb.eigen.mono fun q hq => congrFun hq i))
  have h' : ∑ j, (H k i j * dVec u k a j + u k j * dMat H k a i j)
      = (E k : ℂ) * dVec u k a i + u k i * ((fderiv ℝ E k a : ℝ) : ℂ) := by
    simpa [dVec, dMat, _root_.sum_apply] using DFunLike.congr_fun h a
  change (∑ j, dMat H k a i j * u k j) + (∑ j, H k i j * dVec u k a j)
    = ((fderiv ℝ E k a : ℝ) : ℂ) * u k i + (E k : ℂ) * dVec u k a i
  have e : ∑ j, (dMat H k a i j * u k j + H k i j * dVec u k a j)
      = ∑ j, (H k i j * dVec u k a j + u k j * dMat H k a i j) :=
    Finset.sum_congr rfl fun j _ => by ring
  rw [← Finset.sum_add_distrib]
  linear_combination e + h'

omit [Fintype n] [DecidableEq n] in
/-- The derivative of a differentiable Hermitian family is Hermitian. -/
theorem dMat_hermitian (hH : ∀ q, (H q).IsHermitian)
    (hd : ∀ i j, DifferentiableAt ℝ (fun q => H q i j) k) (a : ℝ × ℝ) :
    (dMat H k a).IsHermitian := by
  refine Matrix.IsHermitian.ext fun i j => ?_
  have h : HasFDerivAt (fun q => H q i j)
      ((Complex.conjCLE : ℂ →L[ℝ] ℂ).comp (fderiv ℝ (fun q => H q j i) k)) k := by
    have e : (fun q => H q i j) = fun q => (Complex.conjCLE : ℂ →L[ℝ] ℂ) (H q j i) :=
      funext fun q => ((hH q).apply i j).symm
    rw [e]
    exact (Complex.conjCLE : ℂ →L[ℝ] ℂ).hasFDerivAt.comp k (hd j i).hasFDerivAt
  exact (DFunLike.congr_fun h.fderiv a).symm

/-- The moment form expanded in an orthonormal eigenbasis of `H` at `k`:
`∑ (ε_m - E) ⟨∂_a u, m⟩⟨m, ∂_b u⟩`. -/
theorem momentForm_spectral (hH : (H k).IsHermitian) (hv : IsEigenbasis (H k) v ε)
    (a b : ℝ × ℝ) :
    momentForm H E u k a b = ∑ m, ((ε m : ℂ) - E k) *
      ((star (dVec u k a) ⬝ᵥ v m) * (star (v m) ⬝ᵥ dVec u k b)) := by
  -- completeness: a square matrix with orthonormal columns is unitary
  let W : Matrix n n ℂ := Matrix.of fun i m => v m i
  have hW : Wᴴ * W = 1 := by
    ext l m
    rw [Matrix.one_apply, ← hv.orth l m]
    rfl
  have hW' : W * Wᴴ = 1 := mul_eq_one_comm.mp hW
  have pars : ∀ x y : n → ℂ,
      star x ⬝ᵥ y = ∑ m, (star x ⬝ᵥ v m) * (star (v m) ⬝ᵥ y) := fun x y => by
    calc star x ⬝ᵥ y = star x ⬝ᵥ (W *ᵥ (Wᴴ *ᵥ y)) := by
          rw [Matrix.mulVec_mulVec, hW', Matrix.one_mulVec]
      _ = (star x ᵥ* W) ⬝ᵥ (Wᴴ *ᵥ y) := Matrix.dotProduct_mulVec _ _ _
      _ = _ := rfl
  rw [momentForm, pars]
  refine Finset.sum_congr rfl fun m _ => ?_
  rw [dotProduct_sub, eigen_left hH (hv.eigen m), dotProduct_smul, smul_eq_mul]
  ring

/-- For a differentiable band whose energy `E` is a simple eigenvalue at `k`, the other states `m`
of an orthonormal eigenbasis containing `u k` enter `∂u` with amplitude `⟨m, ∂H u⟩/(E - ε_m)`, and
the orbital moment is the sum over them of `Im(⟨u, ∂xH m⟩⟨m, ∂yH u⟩)/(ε_m - E)`. -/
theorem orbitalMoment_eq_sum (hb : IsBand H E u k) (hv : IsEigenbasis (H k) v ε)
    (n₀ : n) (h0 : v n₀ = u k) (hs : ∀ m, m ≠ n₀ → ε m ≠ E k) :
    (∀ a, ∀ m, m ≠ n₀ → star (v m) ⬝ᵥ dVec u k a
      = (star (v m) ⬝ᵥ (dMat H k a *ᵥ u k)) / ((E k : ℂ) - ε m)) ∧
    orbitalMoment H E u k = ∑ m ∈ Finset.univ.erase n₀,
      ((star (u k) ⬝ᵥ (dMat H k (1, 0) *ᵥ v m)) *
        (star (v m) ⬝ᵥ (dMat H k (0, 1) *ᵥ u k))).im / (ε m - E k) := by
  -- project the differentiated eigenvalue equation on another state
  have amp : ∀ a, ∀ m, m ≠ n₀ → ((ε m : ℂ) - E k) * (star (v m) ⬝ᵥ dVec u k a)
      = -(star (v m) ⬝ᵥ (dMat H k a *ᵥ u k)) := fun a m hm => by
    have h := congrArg (fun w => star (v m) ⬝ᵥ w) (deriv_eigen hb a)
    have ho : star (v m) ⬝ᵥ u k = 0 := by rw [← h0, hv.orth, if_neg hm]
    simp only [dotProduct_add, dotProduct_smul, smul_eq_mul, ho,
      eigen_left (hb.herm k) (hv.eigen m)] at h
    linear_combination h
  have gap : ∀ m, m ≠ n₀ → (ε m : ℂ) - E k ≠ 0 := fun m hm =>
    sub_ne_zero.mpr fun h => hs m hm (Complex.ofReal_injective h)
  refine ⟨fun a m hm => ?_, ?_⟩
  · have g : (E k : ℂ) - ε m ≠ 0 := fun h => gap m hm (by linear_combination -h)
    rw [eq_div_iff g]
    linear_combination -(amp a m hm)
  -- the band itself does not contribute, since its energy is `E`
  have hE : (ε n₀ : ℂ) = E k := by
    have h := eigen_left (hb.herm k) (hv.eigen n₀) (u k)
    rw [hb.eigen.self_of_nhds, dotProduct_smul, ← h0, hv.orth, if_pos rfl] at h
    simpa using h.symm
  rw [orbitalMoment, momentForm_spectral (hb.herm k) hv,
    ← Finset.add_sum_erase _ _ (Finset.mem_univ n₀), hE, sub_self, zero_mul, zero_add,
    Complex.im_sum]
  refine Finset.sum_congr rfl fun m hm => ?_
  have hm' := Finset.ne_of_mem_erase hm
  have hc : ((ε m : ℂ) - E k) * (star (dVec u k (1, 0)) ⬝ᵥ v m)
      = -(star (u k) ⬝ᵥ (dMat H k (1, 0) *ᵥ v m)) := by
    have hr : star ((ε m : ℂ) - E k) = (ε m : ℂ) - E k := by simp
    have hD : star (u k) ⬝ᵥ (dMat H k (1, 0) *ᵥ v m)
        = star (star (v m) ⬝ᵥ (dMat H k (1, 0) *ᵥ u k)) := by
      rw [← Matrix.star_dotProduct, Matrix.star_mulVec,
        (dMat_hermitian hb.herm hb.diffH _).eq, Matrix.dotProduct_mulVec]
    rw [hD, Matrix.star_dotProduct (dVec u k (1, 0)) (v m), ← star_neg, ← amp _ m hm',
      star_mul', hr]
  rw [← Complex.div_ofReal_im, Complex.ofReal_sub]
  congr 1
  rw [eq_div_iff (gap m hm')]
  linear_combination (((ε m : ℂ) - E k) * (star (v m) ⬝ᵥ dVec u k (0, 1))) * hc
    - (star (u k) ⬝ᵥ (dMat H k (1, 0) *ᵥ v m)) * amp (0, 1) m hm'

omit [DecidableEq n] in
/-- The orbital moment of a differentiable band is unchanged when the state is multiplied by a
phase `exp(iθ)` with `θ` real and differentiable at `k`. -/
theorem orbitalMoment_gauge (hb : IsBand H E u k) {θ : ℝ × ℝ → ℝ}
    (hθ : DifferentiableAt ℝ θ k) :
    orbitalMoment H E (fun q => Complex.exp (Complex.I * θ q) • u q) k
      = orbitalMoment H E u k := by
  set c := Complex.exp (Complex.I * θ k) with hcdef
  have hc : star c * c = 1 := by
    change (starRingEnd ℂ) c * c = 1
    rw [hcdef, ← Complex.exp_conj, ← Complex.exp_add]
    simp
  -- the derivative is multiplied by the phase and gains a multiple of `u`
  have hd : ∀ a, dVec (fun q => Complex.exp (Complex.I * θ q) • u q) k a
      = c • (dVec u k a + (Complex.I * (fderiv ℝ θ k a : ℝ)) • u k) := fun a => by
    funext i
    have h1 : HasFDerivAt (fun q => (θ q : ℂ)) (Complex.ofRealCLM.comp (fderiv ℝ θ k)) k :=
      Complex.ofRealCLM.hasFDerivAt.comp k hθ.hasFDerivAt
    have h2 := (h1.const_mul Complex.I).cexp.mul (hb.diffu i).hasFDerivAt
    have h3 := DFunLike.congr_fun h2.fderiv a
    refine Eq.trans h3 ?_
    simp [dVec, hcdef]
    ring
  have hu := hb.eigen.self_of_nhds
  have hL : ∀ (y : n → ℂ) (s : ℂ),
      H k *ᵥ (c • (y + s • u k)) - (E k : ℂ) • (c • (y + s • u k))
        = c • (H k *ᵥ y - (E k : ℂ) • y) := fun y s => by
    rw [Matrix.mulVec_smul, Matrix.mulVec_add, Matrix.mulVec_smul, hu]
    module
  have h0 : ∀ y : n → ℂ, star (u k) ⬝ᵥ (H k *ᵥ y - (E k : ℂ) • y) = 0 := fun y => by
    rw [dotProduct_sub, eigen_left (hb.herm k) hu, dotProduct_smul, smul_eq_mul, sub_self]
  unfold orbitalMoment momentForm
  congr 1
  rw [hd, hd, hL]
  simp only [star_smul, star_add, smul_dotProduct, add_dotProduct, dotProduct_smul, h0,
    smul_eq_mul]
  linear_combination (star (dVec u k (1, 0)) ⬝ᵥ
    (H k *ᵥ dVec u k (0, 1) - (E k : ℂ) • dVec u k (0, 1))) * hc

end

end OrbitalMoment
```

```lean
#print axioms OrbitalMoment.orbitalMoment_eq_sum
-- 'OrbitalMoment.orbitalMoment_eq_sum' depends on axioms: [propext, Classical.choice, Quot.sound]
#print axioms OrbitalMoment.orbitalMoment_gauge
-- 'OrbitalMoment.orbitalMoment_gauge' depends on axioms: [propext, Classical.choice, Quot.sound]
```

## What the definitions and hypotheses say

The finite type `n` labels both the components of a vector and the members of the eigenbasis. The letter `k` is the fixed point at which derivatives are taken, and `q` is the variable parameter. The expression `star x ⬝ᵥ y` is the inner product ⟨x, y⟩, and `*ᵥ` applies a matrix to a vector.

`dVec` and `dMat` are the derivatives of u and H in a direction `a`, taken component by component; the directions `(1, 0)` and `(0, 1)` give ∂x and ∂y. `momentForm` is the complex number ⟨∂a u, (H − E) ∂b u⟩ for two directions, and `orbitalMoment` is its imaginary part for x and y, without the factor e/ħ.

`IsBand` collects the assumptions on the family. H is Hermitian at every parameter value, the eigenvalue equation holds in some neighbourhood of `k`, and differentiability is required only at `k`. The differentiable state is assumed, not constructed from H. `IsEigenbasis` says that the vectors `v m` are orthonormal eigenvectors of the matrix at `k`, with real energies `ε m`.

In `orbitalMoment_eq_sum`, the hypothesis `h0` identifies u(k) with the basis vector `v n₀`, which fixes its norm to one at `k`; its norm elsewhere is free. The hypothesis `hs` makes E a simple eigenvalue, while the other levels may coincide with one another. The conclusion has two parts: the amplitude formula in every direction, and the sum for the moment. For a 1×1 matrix the sum is empty and the moment is zero.

The amplitude formula for a given m needs ε_m ≠ E. If H is the 2×2 zero matrix for all k, u may rotate into the other state as k changes, although ∂H vanishes.

## How the lemmas assemble the result

`eigen_left` lets a Hermitian matrix act to the left on an eigenvector. `deriv_eigen` is the differentiated eigenvalue equation, and `dMat_hermitian` differentiates the relation between H_ij and the conjugate of H_ji.

`momentForm_spectral` is the expansion in the eigenbasis. It places the vectors `v m` in the columns of a matrix `W`. Orthonormality gives `Wᴴ * W = 1`; since `W` is square, `W * Wᴴ = 1` follows, and this is the completeness relation.

Within the main proof, `amp` is the projected equation before division by the gap, and `gap` states that the gap is nonzero. The step `hE` shows that ε_{n₀} = E, which removes the band's own term from the sum. Then `hc` gives the conjugated amplitude by means of the Hermiticity of ∂xH. The last `linear_combination` multiplies `hc` and `amp` together, which is the cancellation of signs and of one gap.

In `orbitalMoment_gauge`, `hd` computes the derivative of the rephased state. The steps `hL` and `h0` remove the additional term on the right and on the left, and `hc` there is |c|² = 1.

## Differentiating an equation that holds only nearby

The eigenvalue equation is a statement about functions of `q`, and equality at the single point `k` would say nothing about their derivatives. `IsBand` therefore states it as `∀ᶠ q in 𝓝 k`, meaning for all `q` in some neighbourhood of `k`.

In `deriv_eigen`, `hL` gives the derivative of the i-th component of Hu by the product rule, and `hR` does the same for Eu. The lemma `congr_of_eventuallyEq` transfers the derivative found for Eu to Hu, because the two functions agree near `k`. The component of Hu now has two expressions for its derivative, and `hL.unique` says that they are the same linear map. Applying this map to the direction `a` gives the differentiated equation, one component at a time.
